# The translation sum rule for Bloch states in a one-dimensional periodic potential

## Bloch states and a displaced lattice

Let $V$ be a real, continuously differentiable potential with period $L$, and use units in which $\hbar^2/2m=1$. Two wavefunctions $f$ and $g$, with energies $E$ and $G$, satisfy

$$-f''+Vf=Ef,\qquad -g''+Vg=Gg .$$

Here $G$ is an energy, not a reciprocal-lattice vector. A star denotes complex conjugation. Both states acquire the same phase $c$ over one period, $f(x+L)=c\,f(x)$ and $g(x+L)=c\,g(x)$, with $|c|=1$. For crystal momentum $k$ this phase is $c=e^{ikL}$.

If the whole lattice is displaced by a small distance $s$, and the potential moves rigidly with it, the electron sees $V(x-s)\approx V(x)-sV'(x)$. The first-order coupling between the two states is therefore $-s$ times the matrix element of $V'$. How large is it?

## The sum rule and its Lean form

For every starting point $a$,

$$\int_a^{a+L}V'f^*g\,dx=(E-G)\int_a^{a+L}(f')^*g\,dx .$$

The left side vanishes when $E=G$. For a single electron in one dimension, a uniform lattice displacement thus has no first-order matrix element between states of equal energy and equal Bloch phase. This is the behaviour expected of coupling to an acoustic phonon in the limit of infinite wavelength.

In Lean, this is `translation_sum_rule`, and `equal_energy_vanishing` is the case $E=G$. The hypotheses translate as follows.

- `IsStationary V E f` says that $f$ is twice continuously differentiable and solves the Schrödinger equation everywhere. The symbol `•` is multiplication by a real number.
- `IsBloch L c f` is the phase condition, and `‖c‖ = 1` selects states that neither grow nor decay from cell to cell.
- The type `𝕜` is either $\mathbb R$ or $\mathbb C$. Over $\mathbb R$, `conj` does nothing.
- `Function.Periodic V L` makes $L$ a period, not necessarily the shortest one.

`real_periodic_sum_rule` treats real functions that share the period of $V$, so that $c=1$, and integrates from $0$ to $L$. No normalisation is required: dividing $f$ and $g$ by their norms over a cell rescales both sides equally.

The smoothness assumption on $V$ excludes potential steps and point-like singularities. In a one-dimensional crystal with a local potential, $-V'$ is the first-order change of that potential per unit displacement when all atoms move together. The nonlocal pseudopotentials used in many electronic-structure codes are not functions $V(x)$ and are not covered by these theorems.

## Force balance and the cancelling boundary terms

Define

$$J=(V-E)f^*g-(f')^*g' .$$

In the file $J$ is `flux V E f g`. For $f=g$ it is the negative of the momentum flux density, so it has the sign of a stress. The product rule gives

$$J'=V'f^*g+(V-E)\left[(f')^*g+f^*g'\right]-(f'')^*g'-(f')^*g'' .$$

Since $V$ and $E$ are real, the Schrödinger equations give $(f'')^*=(V-E)f^*$ and $g''=(V-G)g$. The terms in $f^*g'$ cancel, leaving

$$J'=V'f^*g+\left[(V-E)-(V-G)\right](f')^*g=V'f^*g-(E-G)(f')^*g .$$

Integration over any interval from $a$ to $b$ yields

$$\int_a^bV'f^*g\,dx=(E-G)\int_a^b(f')^*g\,dx+J(b)-J(a).$$

Now take $b=a+L$. Differentiating the Bloch condition shows that $f'$ and $g'$ acquire the same phase $c$. Each product in $J$ therefore acquires the factor $c^*c=|c|^2=1$, while $V$ is unchanged. Hence $J(a+L)=J(a)$, and the sum rule follows.

## An exactly solvable pair at the zone boundary

For real $\kappa$, let

$$W=\kappa^2\sin^2x-2\kappa\cos x,\quad u=\cos\tfrac x2\,e^{\kappa\cos x},\quad v=\sin\tfrac x2\,e^{\kappa\cos x}.$$

Differentiating $u$ twice gives

$$u''=\left(-\tfrac14-\kappa\cos x+\kappa^2\sin^2x\right)u+\kappa\sin x\,\sin\tfrac x2\,e^{\kappa\cos x}.$$

Because $\sin x\sin\frac x2=\cos\frac x2-\cos x\cos\frac x2$, this is $u''=\left(W-\frac14+\kappa\right)u$, so the energy is $\frac14-\kappa$. Likewise,

$$v''=\left(-\tfrac14-\kappa\cos x+\kappa^2\sin^2x\right)v-\kappa\sin x\,\cos\tfrac x2\,e^{\kappa\cos x},$$

and $\sin x\cos\frac x2=\sin\frac x2+\cos x\sin\frac x2$ gives the energy $\frac14+\kappa$. Over the period $2\pi$ of $W$ both functions change sign, so $c=-1$. For $\kappa\neq0$ this provides a non-constant potential and two different energies satisfying every hypothesis of the sum rule.

## The complete Lean file

```lean
import Mathlib

open scoped ComplexConjugate

namespace TranslationSumRule

noncomputable section

variable {𝕜 : Type*} [RCLike 𝕜] {V : ℝ → ℝ} {E G L : ℝ} {f g : ℝ → 𝕜}

/-- A twice continuously differentiable real or complex wavefunction `f` solves the
stationary Schrödinger equation `-f'' + V f = E f` on the line. -/
def IsStationary (V : ℝ → ℝ) (E : ℝ) (f : ℝ → 𝕜) : Prop :=
  ContDiff ℝ 2 f ∧ ∀ x, -deriv (deriv f) x + V x • f x = E • f x

/-- Bloch's boundary condition: translation by `L` multiplies the wavefunction by `c`. -/
def IsBloch (L : ℝ) (c : 𝕜) (f : ℝ → 𝕜) : Prop :=
  ∀ x, f (x + L) = c * f x

/-- The expression `(V - E) f* g - (f')* g'` for two wavefunctions. When `f = g` is a stationary
state of energy `E` in the potential `V`, it is the negative of the momentum flux density. -/
def flux (V : ℝ → ℝ) (E : ℝ) (f g : ℝ → 𝕜) (x : ℝ) : 𝕜 :=
  (V x - E) • (conj (f x) * g x) - conj (deriv f x) * deriv g x

/-- The Schrödinger equation as a first-order system: `f` has derivative `f'`, and `f'` has
derivative `(V - E) f`. -/
theorem first_order_system (h : IsStationary V E f) (x : ℝ) :
    HasDerivAt f (deriv f x) x ∧ HasDerivAt (deriv f) ((V x - E) • f x) x := by
  have h1 : ContDiff ℝ 1 (deriv f) :=
    ((contDiff_succ_iff_deriv (n := 1)).1 (by rw [one_add_one_eq_two]; exact h.1)).2.2
  refine ⟨(h.1.differentiable (by norm_num) x).hasDerivAt, ?_⟩
  refine (h1.differentiable (by norm_num) x).hasDerivAt.congr_deriv ?_
  rw [sub_smul, ← h.2 x]
  abel

/-- Local force balance: for a C¹ potential and two stationary states of energies `E` and `G`,
`flux V E f g` has derivative `V' f* g - (E - G) (f')* g`. -/
theorem hasDerivAt_flux (hV : ContDiff ℝ 1 V) (hf : IsStationary V E f)
    (hg : IsStationary V G g) (x : ℝ) :
    HasDerivAt (flux V E f g)
      (deriv V x • (conj (f x) * g x) - (E - G) • (conj (deriv f x) * g x)) x := by
  obtain ⟨f1, f2⟩ := first_order_system hf x
  obtain ⟨g1, g2⟩ := first_order_system hg x
  have v1 : HasDerivAt V (deriv V x) x := (hV.differentiable (by norm_num) x).hasDerivAt
  have cf1 : HasDerivAt (fun y => conj (f y)) (conj (deriv f x)) x := f1.star
  have cf2 : HasDerivAt (fun y => conj (deriv f y)) ((V x - E) • conj (f x)) x :=
    f2.star.congr_deriv (by simp only [star_smul, star_trivial, starRingEnd_apply])
  -- product rule, with both second derivatives replaced by the Schrödinger equation
  refine (((v1.sub_const E).smul (cf1.fun_mul g1)).sub (cf2.fun_mul g2)).congr_deriv ?_
  simp only [RCLike.real_smul_eq_coe_mul, RCLike.ofReal_sub]
  ring

/-- Force balance on an interval: for a C¹ potential and stationary states `f` and `g` of energies
`E` and `G`, the integral of `V' f* g` from `a` to `b` is `E - G` times that of `(f')* g`, plus the
value of `flux V E f g` at `b` minus its value at `a`. -/
theorem force_balance (hV : ContDiff ℝ 1 V) (hf : IsStationary V E f)
    (hg : IsStationary V G g) (a b : ℝ) :
    ∫ x in a..b, deriv V x • (conj (f x) * g x) =
      (E - G) • (∫ x in a..b, conj (deriv f x) * g x) + flux V E f g b - flux V E f g a := by
  have c1 : Continuous fun x => deriv V x • (conj (f x) * g x) :=
    (hV.continuous_deriv (by norm_num)).smul
      ((RCLike.continuous_conj.comp hf.1.continuous).mul hg.1.continuous)
  have c2 : Continuous fun x => (E - G) • (conj (deriv f x) * g x) :=
    ((RCLike.continuous_conj.comp (hf.1.continuous_deriv (by norm_num))).mul
      hg.1.continuous).const_smul (E - G)
  have h := intervalIntegral.integral_eq_sub_of_hasDerivAt
    (fun x _ => hasDerivAt_flux hV hf hg x) ((c1.sub c2).intervalIntegrable a b)
  rw [intervalIntegral.integral_sub (c1.intervalIntegrable a b) (c2.intervalIntegrable a b),
    intervalIntegral.integral_smul] at h
  rw [add_sub_assoc, ← h]
  abel

/-- The derivative of a differentiable Bloch function obeys the same Bloch condition. -/
theorem bloch_deriv {c : 𝕜} (hd : Differentiable ℝ f) (hf : IsBloch L c f) :
    IsBloch L c (deriv f) := by
  intro x
  have h1 := (hd (x + L)).hasDerivAt.comp_add_const x L
  have h2 := (hd x).hasDerivAt.const_mul c
  rw [show (fun y => f (y + L)) = fun y => c * f y from funext hf] at h1
  exact h1.unique h2

/-- Translation sum rule: in a C¹ potential of period `L`, two stationary states with the same
Bloch phase `c`, `|c| = 1`, satisfy `∫ V' f* g = (E - G) ∫ (f')* g` over any one period. -/
theorem translation_sum_rule {c : 𝕜} (hc : ‖c‖ = 1) (hV : ContDiff ℝ 1 V)
    (hVL : Function.Periodic V L) (hf : IsStationary V E f) (hg : IsStationary V G g)
    (hfL : IsBloch L c f) (hgL : IsBloch L c g) (a : ℝ) :
    ∫ x in a..(a + L), deriv V x • (conj (f x) * g x) =
      (E - G) • ∫ x in a..(a + L), conj (deriv f x) * g x := by
  have hcc : conj c * c = 1 := by
    rw [RCLike.conj_mul, hc]
    simp
  have hf' := bloch_deriv (hf.1.differentiable (by norm_num)) hfL a
  have hg' := bloch_deriv (hg.1.differentiable (by norm_num)) hgL a
  -- the two phases cancel, so the flux is the same at both ends of the cell
  have hflux : flux V E f g (a + L) = flux V E f g a := by
    simp only [flux, hVL a, hfL a, hgL a, hf', hg', map_mul, RCLike.real_smul_eq_coe_mul]
    linear_combination (((V a - E : ℝ) : 𝕜) * (conj (f a) * g a)
      - conj (deriv f a) * deriv g a) * hcc
  rw [force_balance hV hf hg, hflux, add_sub_cancel_right]

/-- In a C¹ potential of period `L`, the matrix element of `V'` over one period vanishes between
stationary states of equal energy and equal Bloch phase `c`, `|c| = 1`. -/
theorem equal_energy_vanishing {c : 𝕜} (hc : ‖c‖ = 1) (hV : ContDiff ℝ 1 V)
    (hVL : Function.Periodic V L) (hf : IsStationary V E f) (hg : IsStationary V E g)
    (hfL : IsBloch L c f) (hgL : IsBloch L c g) (a : ℝ) :
    ∫ x in a..(a + L), deriv V x • (conj (f x) * g x) = 0 := by
  rw [translation_sum_rule hc hV hVL hf hg hfL hgL, sub_self, zero_smul]

/-- The sum rule for real stationary states that share the period `L` of the C¹ potential:
`∫ V' f g = (E - G) ∫ f' g` over one period. -/
theorem real_periodic_sum_rule {u v : ℝ → ℝ} (hV : ContDiff ℝ 1 V)
    (hVL : Function.Periodic V L) (hu : IsStationary V E u) (hv : IsStationary V G v)
    (huL : Function.Periodic u L) (hvL : Function.Periodic v L) :
    ∫ x in (0 : ℝ)..L, deriv V x * (u x * v x) =
      (E - G) * ∫ x in (0 : ℝ)..L, deriv u x * v x := by
  have h := translation_sum_rule (c := (1 : ℝ)) norm_one hV hVL hu hv
    (fun x => by rw [one_mul]; exact huL x) (fun x => by rw [one_mul]; exact hvL x) 0
  simpa only [smul_eq_mul, conj_trivial, zero_add] using h

/-- In the potential `κ² sin² x - 2κ cos x` of period `2π`, the functions
`cos (x/2) exp (κ cos x)` and `sin (x/2) exp (κ cos x)` are stationary states of energies
`1/4 - κ` and `1/4 + κ`, both with Bloch phase `-1`. -/
theorem translation_sum_rule_witness (κ : ℝ) :
    let W : ℝ → ℝ := fun x => κ ^ 2 * Real.sin x ^ 2 - 2 * κ * Real.cos x
    let u : ℝ → ℝ := fun x => Real.cos (x / 2) * Real.exp (κ * Real.cos x)
    let v : ℝ → ℝ := fun x => Real.sin (x / 2) * Real.exp (κ * Real.cos x)
    ContDiff ℝ 1 W ∧ Function.Periodic W (2 * Real.pi) ∧
      IsStationary W (1 / 4 - κ) u ∧ IsStationary W (1 / 4 + κ) v ∧
      IsBloch (2 * Real.pi) (-1) u ∧ IsBloch (2 * Real.pi) (-1) v := by
  intro W u v
  have hc (x : ℝ) : HasDerivAt (fun y => Real.cos (y / 2)) (-Real.sin (x / 2) / 2) x :=
    ((hasDerivAt_id' x).div_const 2).cos.congr_deriv (by ring)
  have hs (x : ℝ) : HasDerivAt (fun y => Real.sin (y / 2)) (Real.cos (x / 2) / 2) x :=
    ((hasDerivAt_id' x).div_const 2).sin.congr_deriv (by ring)
  have he (x : ℝ) : HasDerivAt (fun y => Real.exp (κ * Real.cos y))
      (-(κ * Real.sin x) * Real.exp (κ * Real.cos x)) x :=
    ((Real.hasDerivAt_cos x).const_mul κ).exp.congr_deriv (by ring)
  have hk (x : ℝ) := ((Real.hasDerivAt_sin x).const_mul κ).fun_neg.fun_mul (he x)
  have du := funext fun x => ((hc x).fun_mul (he x)).deriv
  have dv := funext fun x => ((hs x).fun_mul (he x)).deriv
  have half (x : ℝ) : (x + 2 * Real.pi) / 2 = x / 2 + Real.pi := by ring
  refine ⟨by fun_prop, fun x => ?_, ⟨by fun_prop, fun x => ?_⟩, ⟨by fun_prop, fun x => ?_⟩,
    fun x => ?_, fun x => ?_⟩
  · simp only [W, Real.sin_add_two_pi, Real.cos_add_two_pi]
  · have h : Real.cos x * Real.cos (x / 2) + Real.sin x * Real.sin (x / 2)
        = Real.cos (x / 2) := by
      rw [← Real.cos_sub]
      congr 1
      ring
    rw [du, ((((hs x).fun_neg.div_const 2).fun_mul (he x)).fun_add
      ((hc x).fun_mul (hk x))).deriv]
    simp only [W, u, smul_eq_mul]
    linear_combination (-κ * Real.exp (κ * Real.cos x)) * h
  · have h : Real.sin x * Real.cos (x / 2) - Real.cos x * Real.sin (x / 2)
        = Real.sin (x / 2) := by
      rw [← Real.sin_sub]
      congr 1
      ring
    rw [dv, ((((hc x).div_const 2).fun_mul (he x)).fun_add
      ((hs x).fun_mul (hk x))).deriv]
    simp only [W, v, smul_eq_mul]
    linear_combination (κ * Real.exp (κ * Real.cos x)) * h
  · simp only [u, half, Real.cos_add_pi, Real.cos_add_two_pi]
    ring
  · simp only [v, half, Real.sin_add_pi, Real.cos_add_two_pi]
    ring

end

end TranslationSumRule
```

```lean
#print axioms TranslationSumRule.translation_sum_rule
#print axioms TranslationSumRule.equal_energy_vanishing
#print axioms TranslationSumRule.real_periodic_sum_rule
```

```
'TranslationSumRule.translation_sum_rule' depends on axioms: [propext, Classical.choice, Quot.sound]
'TranslationSumRule.equal_energy_vanishing' depends on axioms: [propext, Classical.choice, Quot.sound]
'TranslationSumRule.real_periodic_sum_rule' depends on axioms: [propext, Classical.choice, Quot.sound]
```

## From the local identity to the integral

`first_order_system` extracts the derivatives of $f$ and $f'$ from `IsStationary`, rewriting the second as $(V-E)f$. `hasDerivAt_flux` conjugates these derivatives with `.star` and applies the product rule to $J$. The final `ring` performs the cancellation of the $f^*g'$ terms.

`force_balance` applies the fundamental theorem of calculus. The facts `c1` and `c2` establish continuity of the two integrands, which permits the integral of their difference to be split.

`bloch_deriv` computes the derivative of $f(x+L)=c\,f(x)$ from each side and equates the results by uniqueness of the derivative. In `translation_sum_rule`, `hcc` is the identity $c^*c=1$, and `linear_combination` uses it to prove that the flux agrees at the two ends of the cell. Substitution into `force_balance` removes the boundary terms. The equal-energy theorem then sets $E-G=0$, and the real theorem sets $c=1$ and $a=0$.

In `translation_sum_rule_witness`, `hc`, `hs` and `he` differentiate the half-angle and exponential factors, and `hk` differentiates the product that appears in both first derivatives. The two facts named `h` are the trigonometric identities used above, obtained from the subtraction formulas for cosine and sine. The remaining goals check the period of $W$ and the sign changes of $u$ and $v$.
